# Two different sets of plane-wave form factors can give the same three levels

Take an inversion-symmetric one-dimensional crystal at the zone centre, described by the plane waves $-1, 0, 1$, and fit its potential to three energy levels $-a, p, q$ with $a>0$, $0<p<q$ and $p+q>a$. Two different potentials then reproduce all three levels exactly. Put the origin at a centre of inversion, so that the form factors $U$ and $W$ are real. With

$$
H=\begin{pmatrix} t & U & W\\ U & 0 & U\\ W & U & t\end{pmatrix},\qquad t=\frac{p+q-a}{2},
$$

the levels are $-a,p,q$ for exactly two pairs $(U^2,W)$:

$$
\left(\frac{aq}{2},\;t-p\right)\qquad\text{and}\qquad\left(\frac{ap}{2},\;t-q\right).
$$

Here $t$ is the kinetic energy of the two end waves. The period of the crystal fixes it, so an exact fit is possible only for levels that add up to $2t$. The coupling $U$ is the form factor between neighbouring waves, and $W$ is the one between the two end waves; a textbook would write $V_G$ and $V_{2G}$. The letters have other common uses: $t$ is not a hopping amplitude, $U$ is not a Hubbard repulsion and $a$ is not a lattice constant. Energies are measured from the central wave, with the average potential set to zero, so $-a$ is the level that the potential has pushed below zero, the lowest free-electron energy.

## Where a fitting code meets the ambiguity

Empirical pseudopotential fits adjust form factors until computed levels agree with reference levels, and in this non-interacting three-wave model the levels alone leave two answers. A symmetric eigensolver returns eigenvalues in ascending order without parity labels. An objective function built from the sorted differences is therefore zero at both solutions, and the starting point may decide which one an optimiser finds.

Counting parameters gives no warning. For a given $t$, the trace relation $2t=p+q-a$ leaves two independent level data for two unknown form factors.

Levels $-2, 1, 4$ give a case with rational numbers. The kinetic energy is $t=3/2$, and the two fits with positive $U$ are as follows.

| $U$ | $W$ | odd level | even levels | central-wave weight at $-2$ |
|---|---|---|---|---|
| $2$ | $1/2$ | $1$ | $-2,\ 4$ | $2/3$ |
| $1$ | $-5/2$ | $4$ | $-2,\ 1$ | $1/3$ |

The last column is the squared amplitude of the normalised lowest state on the central wave. It differs by a factor of two, so quantities computed from the eigenvectors can be wrong even when every level is right.

The remedy in the model is to use parity. The code can project each eigenvector on the odd combination of the end waves and compare the odd level with the reference level of the same symmetry. This determines $U^2$ and $W$. The sign of $U$ stays free; it changes when the origin is moved by half a period. The two fits above have different $|U|$, so no such shift turns one into the other.

## From the secular determinant to the two fits

**Factorisation.** Put $x=E-t$. Expanding the determinant along the first row gives

$$
\begin{aligned}
\det(E-H)&=x(Ex-U^2)+U(-Ux-UW)-W(U^2+EW)\\
&=E(x^2-W^2)-2U^2(x+W)\\
&=(x+W)\bigl(E(x-W)-2U^2\bigr)\\
&=\bigl(E-(t-W)\bigr)\bigl(E^2-(t+W)E-2U^2\bigr).
\end{aligned}
$$

The linear factor belongs to the odd wave $(1,0,-1)$, since $H(1,0,-1)^T=(t-W)(1,0,-1)^T$. The quadratic factor belongs to the two even waves.

**Comparison of coefficients.** The required polynomial is

$$
(E+a)(E-p)(E-q)=E^3+(a-p-q)E^2+(pq-ap-aq)E+apq.
$$

The coefficients of $E^2$ and $E$ give

$$
2t=p+q-a,\qquad (t-W)(t+W)-2U^2=pq-ap-aq.
$$

**The odd level.** At $E=t-W$ the secular determinant vanishes, so $t-W$ is one of $-a,p,q$. In each case $t+W=2t-(t-W)$.

- If $t-W=p$, then $t+W=q-a$. The second relation becomes $p(q-a)-2U^2=pq-ap-aq$, hence $U^2=aq/2$.
- If $t-W=q$, the same calculation with $p$ and $q$ exchanged gives $U^2=ap/2$.
- If $t-W=-a$, then $t+W=p+q$. Now $-a(p+q)-2U^2=pq-ap-aq$, hence $U^2=-pq/2<0$, which no real $U$ satisfies.

**Converse.** In the first case the quadratic factor is $E^2-(q-a)E-aq=(E+a)(E-q)$, and the linear factor is $E-p$. The levels are therefore $-a,p,q$. The second case follows by exchanging $p$ and $q$. For $a>0$ both values of $U^2$ are positive, and for $p<q$ they differ.

**Weight on the central wave.** Let $o=t-W>0$ be the odd level and $r$ the other even level, so that $U^2=ar/2$. Number the components of a state $v$ of energy $-a$ as $v_0,v_1,v_2$; the central wave is $v_1$. The eigenvalue equations are

$$
\begin{aligned}
tv_0+Uv_1+Wv_2&=-av_0,\\
U(v_0+v_2)&=-av_1,\\
Wv_0+Uv_1+tv_2&=-av_2.
\end{aligned}
$$

Subtracting the third from the first gives $(a+o)(v_0-v_2)=0$, so $v_0=v_2$. The second equation then reads $2Uv_0=-av_1$. Squaring it gives $a^2v_1^2=4U^2v_0^2=2ar\,v_0^2$, or $av_1^2=2r\,v_0^2$. Consequently

$$
r(v_0^2+v_1^2+v_2^2)=2r\,v_0^2+r\,v_1^2=(a+r)v_1^2.
$$

For a normalised state the central weight is $r/(a+r)$. It equals $q/(a+q)$ in the first fit and $p/(a+p)$ in the second.

## The Lean file

```lean
import Mathlib

open Matrix

namespace FormFactorAmbiguity

/-- The Hamiltonian on the plane waves -1, 0, 1: kinetic energies `t, 0, t`, form factor `U`
between neighbouring waves and form factor `W` between the two end waves. -/
def waveMatrix (t U W : ℝ) : Matrix (Fin 3) (Fin 3) ℝ :=
  !![t, U, W; U, 0, U; W, U, t]

/-- The levels of `H`, counted with multiplicity, are `e₁, e₂, e₃`: the secular determinant
is the product of the three factors `E - eᵢ` at every energy `E`. -/
def HasLevels (H : Matrix (Fin 3) (Fin 3) ℝ) (e₁ e₂ e₃ : ℝ) : Prop :=
  ∀ E : ℝ, (E • (1 : Matrix (Fin 3) (Fin 3) ℝ) - H).det = (E - e₁) * (E - e₂) * (E - e₃)

/-- The secular determinant splits into a linear factor from the odd wave and a quadratic
factor from the two even waves. -/
theorem secular_det (t U W E : ℝ) :
    (E • (1 : Matrix (Fin 3) (Fin 3) ℝ) - waveMatrix t U W).det
      = (E - (t - W)) * (E ^ 2 - (t + W) * E - 2 * U ^ 2) := by
  simp [waveMatrix, Matrix.det_fin_three]
  ring

/-- The odd combination of the two end waves is an eigenvector with energy `t - W`. -/
theorem odd_wave (t U W : ℝ) :
    waveMatrix t U W *ᵥ ![1, 0, -1] = (t - W) • ![1, 0, -1] := by
  ext i
  fin_cases i <;> simp [waveMatrix, Matrix.mulVec, dotProduct, Fin.sum_univ_three] <;> ring

/-- If the levels are `-a, p, q`, they fix the kinetic energy `t` and one quadratic relation
between the form factors. -/
theorem level_relations {a p q t U W : ℝ} (h : HasLevels (waveMatrix t U W) (-a) p q) :
    t = (p + q - a) / 2 ∧
      (t - W) * (t + W) - 2 * U ^ 2 = p * q - a * p - a * q := by
  have h' := fun E => (secular_det t U W E).symm.trans (h E)
  -- three sample energies isolate the coefficients of the cubic
  constructor
  · linear_combination (-1 / 4) * (h' 1 + h' (-1) - 2 * h' 0)
  · linear_combination (1 / 2) * (h' 1 - h' (-1))

/-- For positive `p` and `q`, the levels are `-a, p, q` exactly when `t = (p + q - a) / 2` and
the form factors are given by one of two formulas, `(U², W) = (aq/2, t - p)` or
`(U², W) = (ap/2, t - q)`. -/
theorem levels_iff {a p q t U W : ℝ} (hp : 0 < p) (hq : 0 < q) :
    HasLevels (waveMatrix t U W) (-a) p q ↔
      t = (p + q - a) / 2 ∧
        ((U ^ 2 = a * q / 2 ∧ W = t - p) ∨ (U ^ 2 = a * p / 2 ∧ W = t - q)) := by
  constructor
  · intro h
    obtain ⟨ht, hc⟩ := level_relations h
    refine ⟨ht, ?_⟩
    -- the odd level must be one of the three given levels
    have hodd : (t - W + a) * (t - W - p) * (t - W - q) = 0 := by
      have h1 := (secular_det t U W (t - W)).symm.trans (h (t - W))
      linear_combination -h1
    rcases mul_eq_zero.mp hodd with h2 | h2
    · rcases mul_eq_zero.mp h2 with h3 | h3
      · -- an odd level at `-a` would need a negative `U²`
        have hW : W = t + a := by linarith
        rw [hW] at hc
        have hU : U ^ 2 = -(p * q) / 2 := by
          linear_combination (-1 / 2) * hc + (-a) * ht
        have hpq := mul_pos hp hq
        have hU0 := sq_nonneg U
        linarith
      · have hW : W = t - p := by linarith
        rw [hW] at hc
        exact Or.inl ⟨by linear_combination (-1 / 2) * hc + p * ht, hW⟩
    · have hW : W = t - q := by linarith
      rw [hW] at hc
      exact Or.inr ⟨by linear_combination (-1 / 2) * hc + q * ht, hW⟩
  · rintro ⟨ht, ⟨hU, hW⟩ | ⟨hU, hW⟩⟩ <;> intro E <;>
      rw [secular_det, hU, hW, ht] <;> ring

/-- For `a > 0`, `0 < p < q` and `t = (p + q - a) / 2`, two real models with different
form factors `U` and `W` have the same levels `-a, p, q`. -/
theorem form_factors_ambiguous {a p q t : ℝ} (ha : 0 < a) (hp : 0 < p) (hpq : p < q)
    (ht : t = (p + q - a) / 2) :
    HasLevels (waveMatrix t (√(a * q / 2)) (t - p)) (-a) p q ∧
      HasLevels (waveMatrix t (√(a * p / 2)) (t - q)) (-a) p q ∧
      √(a * p / 2) < √(a * q / 2) ∧ t - q < t - p := by
  have hq : 0 < q := hp.trans hpq
  have h1 : 0 ≤ a * q / 2 := by positivity
  have h2 : 0 ≤ a * p / 2 := by positivity
  have h3 : a * p < a * q := mul_lt_mul_of_pos_left hpq ha
  refine ⟨(levels_iff hp hq).2 ⟨ht, Or.inl ⟨Real.sq_sqrt h1, rfl⟩⟩,
    (levels_iff hp hq).2 ⟨ht, Or.inr ⟨Real.sq_sqrt h2, rfl⟩⟩,
    Real.sqrt_lt_sqrt h2 (by linarith), by linarith⟩

/-- If the levels are `-a, p, q` and the odd wave is known to lie at `p`, then `U²` and `W`
are determined. -/
theorem parity_label_fixes {a p q t U W : ℝ}
    (h : HasLevels (waveMatrix t U W) (-a) p q)
    (hodd : waveMatrix t U W *ᵥ ![1, 0, -1] = p • ![1, 0, -1]) :
    U ^ 2 = a * q / 2 ∧ W = t - p := by
  obtain ⟨ht, hc⟩ := level_relations h
  rw [odd_wave] at hodd
  have h0 : t - W = p := by simpa using congrFun hodd 0
  have hW : W = t - p := by linarith
  rw [hW] at hc
  exact ⟨by linear_combination (-1 / 2) * hc + p * ht, hW⟩

/-- Let `a, o > 0`, `U² = ar/2` and `W = t - o`. In any state `v` of energy `-a`, the squared
amplitude on the central wave, times `a + r`, is `r` times the squared norm of `v`. -/
theorem central_wave_weight {a o r t U W : ℝ} (ha : 0 < a) (ho : 0 < o)
    (hU : U ^ 2 = a * r / 2) (hW : W = t - o) (v : Fin 3 → ℝ)
    (hv : waveMatrix t U W *ᵥ v = (-a) • v) :
    (a + r) * v 1 ^ 2 = r * (v ⬝ᵥ v) := by
  have h0 : t * v 0 + U * v 1 + W * v 2 = -a * v 0 := by
    simpa [waveMatrix, Matrix.mulVec, dotProduct, Fin.sum_univ_three] using congrFun hv 0
  have h1 : U * v 0 + U * v 2 = -a * v 1 := by
    simpa [waveMatrix, Matrix.mulVec, dotProduct, Fin.sum_univ_three] using congrFun hv 1
  have h2 : W * v 0 + U * v 1 + t * v 2 = -a * v 2 := by
    simpa [waveMatrix, Matrix.mulVec, dotProduct, Fin.sum_univ_three] using congrFun hv 2
  have hn : v ⬝ᵥ v = v 0 * v 0 + v 1 * v 1 + v 2 * v 2 := by
    simp [dotProduct, Fin.sum_univ_three]
  -- the state is even, because the odd level lies elsewhere
  have hd : (a + o) * (v 0 - v 2) = 0 := by
    linear_combination h0 - h2 + (v 0 - v 2) * hW
  have he : v 0 = v 2 := by
    rcases mul_eq_zero.mp hd with h | h <;> linarith
  rw [← he] at h1 hn
  rw [hn]
  apply mul_left_cancel₀ ha.ne'
  linear_combination (a * v 1 - 2 * U * v 0) * h1 + 4 * v 0 ^ 2 * hU

/-- With kinetic energy `3/2`, the form factors `(U, W) = (2, 1/2)` and `(1, -5/2)` both give
the levels `-2, 1, 4`. -/
theorem rational_example :
    HasLevels (waveMatrix (3 / 2) 2 (1 / 2)) (-2) 1 4 ∧
      HasLevels (waveMatrix (3 / 2) 1 (-5 / 2)) (-2) 1 4 := by
  constructor <;> intro E <;> rw [secular_det] <;> ring

end FormFactorAmbiguity
```

```lean
#print axioms FormFactorAmbiguity.form_factors_ambiguous
#print axioms FormFactorAmbiguity.parity_label_fixes
#print axioms FormFactorAmbiguity.central_wave_weight
#print axioms FormFactorAmbiguity.rational_example
```

```
'FormFactorAmbiguity.form_factors_ambiguous' depends on axioms: [propext, Classical.choice, Quot.sound]
'FormFactorAmbiguity.parity_label_fixes' depends on axioms: [propext, Classical.choice, Quot.sound]
'FormFactorAmbiguity.central_wave_weight' depends on axioms: [propext, Classical.choice, Quot.sound]
'FormFactorAmbiguity.rational_example' depends on axioms: [propext, Classical.choice, Quot.sound]
```

## What the theorems say about the three-wave model

`waveMatrix t U W` is the matrix $H$ above, with real entries. Lean numbers the waves $-1,0,1$ as `0`, `1`, `2`, so the central amplitude is `v 1`. Real couplings that are equal on both sides describe a potential with inversion symmetry about the origin.

`HasLevels H e₁ e₂ e₃` says that $\det(E-H)=(E-e_1)(E-e_2)(E-e_3)$ for every real $E$. This fixes the levels with their multiplicities and carries no parity label, like a list of eigenvalues from a solver.

`levels_iff` is the complete classification for $p,q>0$: the levels are $-a,p,q$ if and only if $t$ has the stated value and $(U^2,W)$ is one of the two pairs. It places no condition on the sign of $a$. For $a<0$ both formulas ask for a negative $U^2$, so no real model has these levels. `form_factors_ambiguous` adds $a>0$ and $p<q$, takes the non-negative square roots for $U$, and states that both models have the levels and that both form factors differ. The condition $p+q>a$ makes the kinetic energy $t$ positive, as it must be physically, but the algebra does not use it.

`parity_label_fixes` assumes the levels and an odd wave at energy $p$, and concludes that $U^2=aq/2$ and $W=t-p$. `central_wave_weight` does not assume that the vector `v` is normalised, which is why the squared norm `v ⬝ᵥ v` appears in it; for a nonzero state and $r>0$, dividing by this squared norm and by $a+r$ gives the weight $r/(a+r)$. `rational_example` confirms the levels of both models in the table.

## How Lean checks the algebra

`secular_det` expands the $3\times3$ determinant and lets `ring` confirm the factorisation. `odd_wave` checks the odd eigenvector component by component.

`level_relations` obtains the coefficients from sample energies instead of comparing polynomials. With $D(E)$ for the secular determinant, $D(1)+D(-1)-2D(0)$ isolates the $E^2$ coefficient and gives $t$. The difference $D(1)-D(-1)$ gives the second relation. The command `linear_combination` checks that the stated multiples of these equations yield the claim.

In `levels_iff`, the fact `hodd` comes from setting $E=t-W$. Splitting the zero product produces the three cases of the derivation, and `sq_nonneg U` rules out the odd level at $-a$. The converse substitutes the formulas into the factorised determinant and finishes with `ring`. `form_factors_ambiguous` then applies this converse twice and compares the square roots.

`parity_label_fixes` reads $t-W=p$ from the first component of the odd eigenvector equation, and the second level relation supplies $U^2$. `central_wave_weight` extracts the three component equations, proves $v_0=v_2$ by the same subtraction as above, and cancels the nonzero factor $a$ at the end.

## A third pair of form factors when a level sits at zero

The classification already fails if $p>0$ is relaxed to $p\ge 0$. Take $a=1$, $p=0$, $q=3$, so that $t=1$. The two formulas give $(U^2,W)=(3/2,1)$ and $(0,-2)$. The model with $U=0$ and $W=2$ is neither of these, yet its central wave has energy $0$ and its end waves combine to energies $1\pm2$. Its levels are $-1,0,3$, as required. This is the case with the odd level at $-a$, which positive $p$ and $q$ exclude. It is a third pair of form factors but not a third physical potential: when $U=0$, moving the origin by a quarter period changes $W$ into $-W$, so this model is the pair $(0,-2)$ seen from another origin.

## From three waves to a real band structure

The step that the hypotheses leave open is the replacement of a crystal's Hamiltonian by three plane waves at one wave vector. A production fit uses many more waves, usually several wave vectors, and reference levels with errors. Whether a second solution survives there has to be examined for the fit in question. Levels at other wave vectors may separate the two candidates, and so may symmetry labels. In the three-wave model, a small residual in unlabelled levels does not show which of the two fits has been found.
